# Lower branch of the two-level band-anticrossing model at nonzero coupling: repulsion, decrease with alloy fraction, slope \(1/\mu\) in the host energy

## Hamiltonian, branches and mass enhancement

A host band state of energy \(M\) (index 0) is coupled to a localized impurity level of energy \(N\) (index 1) in an alloy with impurity fraction \(x\):
\[ H=\begin{pmatrix} M & C\sqrt{x}\\ C\sqrt{x} & N\end{pmatrix}. \]
The coupling is postulated: \(C\) is an energy measuring the hybridisation strength, and \(\sqrt{x}\) makes the squared off-diagonal element proportional to the impurity fraction. Define
\[ R=\sqrt{(N-M)^2+4C^2x},\qquad E_\mp=\tfrac12(N+M\mp R),\qquad \mu=1+\frac{C^2x}{(N-E_-)^2}. \]
In Lean these are `bacHamiltonian`, `splitting`, `lowerBand`, `upperBand` and `massEnhancement`, with real arguments in the order `N C M x` and any one energy unit. For \(C\neq0\) and \(x>0\), `band_anticrossing` states that \(E_-<\min(M,N)\), that \(E_-\) at fixed \(M\), \(N\) and \(C\) strictly decreases in the fraction on \([0,\infty)\), and that
\[ \frac{dE_-}{dM}=\frac1\mu,\qquad \mu>1. \]
These quantities contain only \(C^2\), so either sign of \(C\) is allowed.

## Velocity and host weight in a code

Within this single-particle two-level model, with \(N\) and \(C\) independent of the wave vector, a code gets the factor that multiplies the host group velocity and the host character of the lower state from one number, \(1/\mu\). For \(C\neq0\) and \(x>0\), a finite-difference slope of \(E_-\) with respect to \(M\), the analytic slope \(1/\mu\) and the squared host component of a normalised \(E_-\) eigenvector from a diagonaliser must agree up to numerical error. That squared component is the squared overlap with one host band state, whereas the spectral weight in supercell unfolding sums such squared overlaps over all host bands at one wave vector, so the two need not be equal.

## From the determinant to the slope

Write \(d=N-M\) and \(u=N-E_-=(d+R)/2\). For \(x\ge0\), \(R^2=d^2+4C^2x\), so \(E_-+E_+=M+N\) and \(E_-E_+=\tfrac14[(M+N)^2-R^2]=MN-C^2x\). With \(I\) the unit matrix and \(E\) real,
\[ \det(H-EI)=(M-E)(N-E)-C^2x=(E-E_-)(E-E_+). \]
Since \(M-E_-=(R-d)/2\), the secular equation follows: \((M-E_-)\,u=\tfrac14(R^2-d^2)=C^2x\).

If \(C^2x>0\) then \(R>|d|\), which makes \(M-E_-\) and \(u\) positive, and likewise \(E_+-M=(R+d)/2\) and \(E_+-N=(R-d)/2\). The radicand increases strictly with \(x\), so \(R\) rises and \(E_-\) falls.

Differentiating, \(dR/dM=-d/R\), so \(dE_-/dM=\tfrac12(1+d/R)=u/R\). Because \(M-E_-=R-u\), the secular equation gives \(\mu=1+(R-u)u/u^2=R/u\), the inverse of the slope; \(\mu>1\) because \(C^2x/u^2>0\).

For \(Hv=E_-v\) with \(v_0^2+v_1^2=1\), row 1 reads \(C\sqrt{x}\,v_0=-u\,v_1\). Squaring gives \(v_1^2=v_0^2C^2x/u^2\), so \(v_0^2\mu=1\). For a host dispersion \(M(k)\) along a real coordinate \(k\), with slope \(s\), the chain rule gives \(dE_-/dk=s/\mu\), with \(\mu\) taken at \(M(k)\).

## One percent impurity fraction

Take \(M=1.42\), \(N=1.65\), \(C=2.7\), \(x=0.01\) as given inputs. Then \(R^2=0.0529+0.2916=0.3445\) lies between \(0.57^2=0.3249\) and \(0.61^2=0.3721\), and \(M-E_-=(R-0.23)/2\) lies strictly between \(0.17\) and \(0.19\); this is `edge_shift_one_percent`. Rounded values are \(R\approx0.587\), \(M-E_-\approx0.178\), \(u\approx0.408\), \(\mu\approx1.437\), and \(v\approx\pm(0.834,-0.551)\) with \(v_0^2\approx0.696\approx u/R\).

## The Lean file

```lean
import Mathlib

open Matrix

namespace BandAnticrossing

noncomputable section

/-- Two-level Hamiltonian of a host band state of energy `M` and a localized level of
energy `N`, coupled by `C √x` at alloy fraction `x`. -/
def bacHamiltonian (N C M x : ℝ) : Matrix (Fin 2) (Fin 2) ℝ :=
  !![M, C * √x; C * √x, N]

/-- The level splitting `√((N - M)² + 4 C² x)`. -/
def splitting (N C M x : ℝ) : ℝ := √((N - M) ^ 2 + 4 * C ^ 2 * x)

/-- The lower band-anticrossing branch `E₋`. -/
def lowerBand (N C M x : ℝ) : ℝ := (N + M - splitting N C M x) / 2

/-- The upper band-anticrossing branch `E₊`. -/
def upperBand (N C M x : ℝ) : ℝ := (N + M + splitting N C M x) / 2

/-- The mass enhancement factor `1 + C² x / (N - E₋)²` of the lower branch. -/
def massEnhancement (N C M x : ℝ) : ℝ :=
  1 + C ^ 2 * x / (N - lowerBand N C M x) ^ 2

/-- For `x ≥ 0` the squared splitting is `(N - M)² + 4 C² x`. -/
theorem splitting_sq (N C M : ℝ) {x : ℝ} (hx : 0 ≤ x) :
    splitting N C M x ^ 2 = (N - M) ^ 2 + 4 * C ^ 2 * x := by
  unfold splitting
  exact Real.sq_sqrt (by positivity)

/-- For `x ≥ 0` the determinant of `H - E` vanishes exactly when `E` is the lower or the
upper branch. -/
theorem det_eq_zero_iff (N C M E : ℝ) {x : ℝ} (hx : 0 ≤ x) :
    (bacHamiltonian N C M x - E • (1 : Matrix (Fin 2) (Fin 2) ℝ)).det = 0 ↔
      E = lowerBand N C M x ∨ E = upperBand N C M x := by
  have hH : bacHamiltonian N C M x - E • (1 : Matrix (Fin 2) (Fin 2) ℝ)
      = !![M - E, C * √x; C * √x, N - E] := by
    ext i j
    fin_cases i <;> fin_cases j <;> simp [bacHamiltonian]
  have hs : √x * √x = x := Real.mul_self_sqrt hx
  have hR := splitting_sq N C M hx
  -- the determinant factorises as (E - E₋)(E - E₊)
  have hf : (M - E) * (N - E) - C * √x * (C * √x)
      = (E - lowerBand N C M x) * (E - upperBand N C M x) := by
    unfold lowerBand upperBand
    linear_combination (-C ^ 2) * hs + (1 / 4) * hR
  rw [hH, Matrix.det_fin_two_of, hf, mul_eq_zero, sub_eq_zero, sub_eq_zero]

/-- For `x ≥ 0` the lower branch obeys the secular equation `(M - E₋)(N - E₋) = C² x`. -/
theorem secular (N C M : ℝ) {x : ℝ} (hx : 0 ≤ x) :
    (M - lowerBand N C M x) * (N - lowerBand N C M x) = C ^ 2 * x := by
  have hR := splitting_sq N C M hx
  unfold lowerBand
  linear_combination (1 / 4) * hR

/-- Level repulsion: for `C ≠ 0` and `x > 0` the lower branch lies strictly below both
uncoupled levels and the upper branch strictly above both. -/
theorem level_repulsion (N M : ℝ) {C x : ℝ} (hC : C ≠ 0) (hx : 0 < x) :
    lowerBand N C M x < min M N ∧ max M N < upperBand N C M x := by
  have hc : 0 < C ^ 2 * x := by positivity
  have hR := splitting_sq N C M hx.le
  have hlt : (N - M) ^ 2 < splitting N C M x ^ 2 := by linarith
  -- the splitting exceeds |N - M|
  obtain ⟨h1, h2⟩ := abs_lt_of_sq_lt_sq' hlt (Real.sqrt_nonneg _)
  unfold lowerBand upperBand
  exact ⟨lt_min (by linarith) (by linarith), max_lt (by linarith) (by linarith)⟩

/-- For `C ≠ 0` the lower branch is strictly decreasing in the alloy fraction `x ≥ 0`. -/
theorem lowerBand_strictAntiOn (N M : ℝ) {C : ℝ} (hC : C ≠ 0) :
    StrictAntiOn (fun x => lowerBand N C M x) (Set.Ici 0) := by
  intro a ha b _ hab
  have ha' : 0 ≤ a := ha
  have hc : 0 < C ^ 2 := by positivity
  have h : splitting N C M a < splitting N C M b := by
    unfold splitting
    apply Real.sqrt_lt_sqrt (by positivity)
    nlinarith [mul_pos hc (sub_pos.2 hab)]
  show lowerBand N C M b < lowerBand N C M a
  unfold lowerBand
  linarith

/-- For `C ≠ 0` and `x > 0` the derivative of the lower branch with respect to the host
energy `M` is the inverse mass enhancement. -/
theorem hasDerivAt_lowerBand (N M : ℝ) {C x : ℝ} (hC : C ≠ 0) (hx : 0 < x) :
    HasDerivAt (fun m => lowerBand N C m x) (1 / massEnhancement N C M x) M := by
  have hc : 0 < C ^ 2 * x := by positivity
  have hD : 0 < (N - M) ^ 2 + 4 * C ^ 2 * x := by nlinarith [sq_nonneg (N - M)]
  have h0 : HasDerivAt (fun m : ℝ => N - m) (-1) M := (hasDerivAt_id' M).const_sub N
  have h1 : HasDerivAt (fun m : ℝ => (N - m) ^ 2 + 4 * C ^ 2 * x) (-2 * (N - M)) M := by
    have e : (fun m : ℝ => (N - m) ^ 2 + 4 * C ^ 2 * x)
        = fun m : ℝ => (N - m) * (N - m) + 4 * C ^ 2 * x := by
      funext m
      ring
    rw [e]
    exact ((h0.fun_mul h0).add_const (4 * C ^ 2 * x)).congr_deriv (by ring)
  have h2 : HasDerivAt (fun m => splitting N C m x)
      (-2 * (N - M) / (2 * splitting N C M x)) M := h1.sqrt hD.ne'
  have h3 : HasDerivAt (fun m => lowerBand N C m x)
      ((1 - -2 * (N - M) / (2 * splitting N C M x)) / 2) M :=
    (((hasDerivAt_id' M).const_add N).fun_sub h2).div_const 2
  -- with u = N - E₋ and R the splitting, both sides equal u / R
  have key : ∀ u d R c : ℝ, 0 < u → 0 < R → d = 2 * u - R → (u - d) * u = c →
      (1 - -2 * d / (2 * R)) / 2 = 1 / (1 + c / u ^ 2) := by
    rintro u d R c hu hR rfl rfl
    have e : 1 + (u - (2 * u - R)) * u / u ^ 2 = R / u := by
      field_simp
      ring
    rw [e]
    field_simp
    ring
  have hu : 0 < N - lowerBand N C M x :=
    sub_pos.2 (lt_min_iff.1 (level_repulsion N M hC hx).1).2
  refine h3.congr_deriv (key _ _ _ _ hu (Real.sqrt_pos.2 hD) ?_ ?_)
  · unfold lowerBand
    ring
  · linear_combination secular N C M hx.le

/-- For `C ≠ 0` and `x > 0`, the host weight `v₀²` of a normalized eigenvector of the
Hamiltonian with eigenvalue `E₋` is the inverse mass enhancement. -/
theorem host_weight (N M : ℝ) {C x : ℝ} (hC : C ≠ 0) (hx : 0 < x) (v : Fin 2 → ℝ)
    (hv : bacHamiltonian N C M x *ᵥ v = lowerBand N C M x • v) (hn : v ⬝ᵥ v = 1) :
    v 0 ^ 2 = 1 / massEnhancement N C M x := by
  have hu : 0 < N - lowerBand N C M x :=
    sub_pos.2 (lt_min_iff.1 (level_repulsion N M hC hx).1).2
  have hs : √x * √x = x := Real.mul_self_sqrt hx.le
  -- second row of the eigenvalue equation
  have h1 : C * √x * v 0 + N * v 1 = lowerBand N C M x * v 1 := by
    simpa [bacHamiltonian, Matrix.mulVec, dotProduct, Fin.sum_univ_two] using congrFun hv 1
  have hn' : v 0 * v 0 + v 1 * v 1 = 1 := by
    simpa [dotProduct, Fin.sum_univ_two] using hn
  have h2 : v 0 ^ 2 * (C ^ 2 * x / (N - lowerBand N C M x) ^ 2) = v 1 ^ 2 := by
    rw [mul_div_assoc', div_eq_iff (pow_pos hu 2).ne']
    linear_combination (C * √x * v 0 - (N - lowerBand N C M x) * v 1) * h1
      - C ^ 2 * v 0 ^ 2 * hs
  have hμ : 0 < massEnhancement N C M x := by
    unfold massEnhancement
    positivity
  rw [eq_div_iff hμ.ne']
  unfold massEnhancement
  linear_combination h2 + hn'

/-- For a host dispersion `M(k)` with slope `s` at `k`, the lower branch has slope `s`
divided by the mass enhancement at `M(k)`, when `C ≠ 0` and `x > 0`. -/
theorem band_slope (N : ℝ) {C x : ℝ} (hC : C ≠ 0) (hx : 0 < x) (M : ℝ → ℝ) (k s : ℝ)
    (hM : HasDerivAt M s k) :
    HasDerivAt (fun q => lowerBand N C (M q) x) (s / massEnhancement N C (M k) x) k := by
  have h := HasDerivAt.comp k (hasDerivAt_lowerBand N (M k) hC hx) hM
  exact h.congr_deriv (by ring)

/-- Band anticrossing: for `C ≠ 0` and `x > 0` the lower branch lies below both uncoupled
levels, strictly decreases with the alloy fraction, and has `dE₋/dM` equal to the inverse
mass enhancement, the enhancement being larger than one. -/
theorem band_anticrossing (N M : ℝ) {C x : ℝ} (hC : C ≠ 0) (hx : 0 < x) :
    lowerBand N C M x < min M N ∧
    StrictAntiOn (fun y => lowerBand N C M y) (Set.Ici 0) ∧
    HasDerivAt (fun m => lowerBand N C m x) (1 / massEnhancement N C M x) M ∧
    1 < massEnhancement N C M x := by
  refine ⟨(level_repulsion N M hC hx).1, lowerBand_strictAntiOn N M hC,
    hasDerivAt_lowerBand N M hC hx, ?_⟩
  have hu : 0 < N - lowerBand N C M x :=
    sub_pos.2 (lt_min_iff.1 (level_repulsion N M hC hx).1).2
  have h : 0 < C ^ 2 * x / (N - lowerBand N C M x) ^ 2 := by positivity
  unfold massEnhancement
  linarith

/-- For `M = 1.42`, `N = 1.65`, `C = 2.7` and `x = 0.01` the lower branch lies between
`0.17` and `0.19` below the host energy `M`. -/
theorem edge_shift_one_percent :
    0.17 < 1.42 - lowerBand 1.65 2.7 1.42 0.01 ∧
    1.42 - lowerBand 1.65 2.7 1.42 0.01 < 0.19 := by
  have h1 : 0.57 < splitting 1.65 2.7 1.42 0.01 := by
    unfold splitting
    apply (Real.lt_sqrt (by norm_num)).2
    norm_num
  have h2 : splitting 1.65 2.7 1.42 0.01 < 0.61 := by
    unfold splitting
    apply (Real.sqrt_lt' (by norm_num)).2
    norm_num
  unfold lowerBand
  constructor <;> linarith

end

end BandAnticrossing
```

```lean
#print axioms BandAnticrossing.host_weight
#print axioms BandAnticrossing.band_slope
#print axioms BandAnticrossing.band_anticrossing
#print axioms BandAnticrossing.edge_shift_one_percent
```

```
'BandAnticrossing.host_weight' depends on axioms: [propext, Classical.choice, Quot.sound]
'BandAnticrossing.band_slope' depends on axioms: [propext, Classical.choice, Quot.sound]
'BandAnticrossing.band_anticrossing' depends on axioms: [propext, Classical.choice, Quot.sound]
'BandAnticrossing.edge_shift_one_percent' depends on axioms: [propext, Classical.choice, Quot.sound]
```

## How the lemmas follow the derivation

`splitting_sq` removes the root, `det_eq_zero_iff` uses the factorisation (step `hf`) to show that the determinant vanishes exactly at \(E_-\) and \(E_+\), and `secular` is the secular equation \((M-E_-)\,u=C^2x\). `level_repulsion` obtains \(-R<d<R\) from \(d^2<R^2\) by `abs_lt_of_sq_lt_sq'`; `lowerBand_strictAntiOn` uses `Real.sqrt_lt_sqrt`. In `hasDerivAt_lowerBand`, steps `h0` to `h3` differentiate \(d\), the radicand, \(R\) and \(E_-\) in turn, `hD` supplying the nonzero radicand that `h1.sqrt` requires, and `key` shows that both sides equal \(u/R\). `host_weight` extracts row 1 as `h1` and squares it in `h2`; `band_slope` is `HasDerivAt.comp`. The numerical theorem brackets \(R\) by comparing squares.

## Square roots under `linear_combination`

To prove \(a=b\) from a hypothesis \(p=q\) and a coefficient \(c\), `linear_combination` checks that \(a-b-c(p-q)\) vanishes as an identity of commutative rings, treating \(R\) and \(\sqrt{x}\) as independent variables. What makes them roots enters only through the hypotheses `hR` (\(R^2=d^2+4C^2x\)) and `hs` (\(\sqrt{x}\sqrt{x}=x\)). In `secular` the difference of the two sides is \(\tfrac14(R^2-d^2-4C^2x)\), which is why the call is `linear_combination (1 / 4) * hR`. In `h2` of `host_weight`, the multiplier \(C\sqrt{x}\,v_0-u\,v_1\) turns row 1 into a difference of squares.

## Reach of the theorems

The statements concern exact real arithmetic on one real symmetric \(2\times2\) matrix; rounding, disorder, impurity clusters, further bands and spin are absent. In the monotonicity \(M\), \(N\), \(C\) are fixed as \(x\) varies, so a composition-dependent host edge is not covered, and no bound \(x\le1\) is used. In `band_slope`, \(N\) and \(C\) do not depend on \(k\). `host_weight` holds for every normalised real eigenvector `v` that is supplied, and does not construct one.

At \(x=0\), and likewise at \(C=0\), the defining formula for \(\mu\) can fail: for \(M>N\) there \(E_-=N\) and the slope is zero, while \(\mu\) contains \(0/0\), which Lean evaluates to give \(\mu=1\). The form \(u/R\) still gives the correct slope there when \(M\neq N\); at \(M=N\) the branch \(E_-=\min(M,N)\) has a kink and no slope. The slope theorems exclude these cases.

The name of \(\mu\) refers to an effective mass, whereas the theorems give first derivatives only. At an extremum of a twice differentiable \(M(k)\) a second differentiation would give curvature \(M''(k)/\mu\), thus, where \(M''(k)\neq0\), an effective mass multiplied by the factor \(\mu\); that step, like the rounded decimals above, is not among the theorems.
